# When a Shared Bias in the Reference Data Reverses a Benchmark Ranking

Before a long series of calculations, one can compare candidate methods on a benchmark set and pick the one with the smaller mean square deviation from reference data. The reference values are often calculated too, and may share a systematic error with one of the candidates. Suppose that the reference and method A have the same constant bias $b$, while method B has none. If all remaining scatter has zero mean and the scatter of each method is independent of that of the reference, the benchmark picks A although B has the smaller mean square deviation from the exact values precisely when the scatter variances of A and B differ by less than $b^2$.

For density functionals ranked against wavefunction energies, this gives a size for the bias at which the choice goes wrong, within a model where every error is a constant plus independent scatter. The constant $b$ stands for a deficiency that shifts every item by the same amount, such as an omitted contribution that is nearly uniform over the set.

```lean
import Mathlib

open Finset

noncomputable section

namespace BenchmarkRanking
```

## Averages over a finite benchmark set

Let $\Omega$ be the finite set of benchmark items, with weights $p_i \ge 0$ and $\sum_i p_i = 1$. Equal weights give the ordinary average. In the code, `FiniteProb Ω` bundles the weights with these two properties.

```lean
/-- A finite benchmark set with non-negative statistical weights that sum to one. -/
structure FiniteProb (Ω : Type*) [Fintype Ω] where
  weight : Ω → ℝ
  nonneg : ∀ i, 0 ≤ weight i
  total : ∑ i, weight i = 1
```

The mean of a quantity $f$ is $\langle f\rangle = \sum_i p_i f_i$.

```lean
variable {Ω : Type*} [Fintype Ω]

/-- The weighted mean of a quantity over the benchmark set. -/
def FiniteProb.mean (P : FiniteProb Ω) (f : Ω → ℝ) : ℝ := ∑ i, P.weight i * f i
```

The probability of a property is the total weight of the items that have it. For instance, $\Pr(f=x)$ is the sum of $p_i$ over all $i$ with $f_i = x$.

```lean
/-- The probability that a benchmark item has the property `A`. -/
def FiniteProb.prob (P : FiniteProb Ω) (A : Ω → Prop) [DecidablePred A] : ℝ :=
  ∑ i, if A i then P.weight i else 0
```

The variance is $\operatorname{var} f = \langle (f-\langle f\rangle)^2\rangle$. For equal weights on $N$ items the divisor is $N$, not $N-1$.

```lean
/-- The variance, the mean square deviation of a quantity from its own mean. -/
def FiniteProb.variance (P : FiniteProb Ω) (f : Ω → ℝ) : ℝ :=
  P.mean (fun i => (f i - P.mean f) ^ 2)
```

Independence of $f$ and $g$ means that, for all real $x$ and $y$,
$$\Pr(f=x,\ g=y) = \Pr(f=x)\,\Pr(g=y).$$

```lean
/-- Two quantities are independent when the joint probabilities of their values factorise. -/
def FiniteProb.Indep (P : FiniteProb Ω) (f g : Ω → ℝ) : Prop :=
  ∀ x y : ℝ, P.prob (fun i => f i = x ∧ g i = y) =
    P.prob (fun i => f i = x) * P.prob (fun i => g i = y)
```

This is a strong demand on a literal table of errors. If $f$ takes a different value at every item of positive weight, it forces $g$ to be constant on those items. The condition is more natural when $\Omega$ is read as the set of outcomes of a statistical model for the errors.

Both kinds of error come from one functional, the mean square deviation $D(m,r) = \langle (m-r)^2\rangle$ between data sets $m$ and $r$. With the exact values as $r$ it is the true error; with the reference data as $r$ it is the apparent error.

```lean
/-- The mean square deviation between two data sets. -/
def FiniteProb.msd (P : FiniteProb Ω) (m r : Ω → ℝ) : ℝ :=
  P.mean (fun i => (m i - r i) ^ 2)
```

A calculated data set has the form $E_i + a + u_i$, with exact value $E_i$, constant bias $a$ and scatter $u_i$. The reference has the same form, with bias $b$ and scatter $v_i$. The exact values are arbitrary and cancel in every difference below.

```lean
/-- Calculated data: the exact value `E`, plus a constant bias `a`, plus a scatter `u`. -/
def result (E : Ω → ℝ) (a : ℝ) (u : Ω → ℝ) : Ω → ℝ := fun i => E i + a + u i
```

## Independence factorises the mean of a product

Grouping the items by the value that $f$ takes gives
$$\langle f\rangle = \sum_i p_i f_i = \sum_x x \sum_{i:\,f_i=x} p_i = \sum_x x\,\Pr(f=x),$$
where $x$ runs over the values taken. The proof writes each term as a sum over $x$ in which only $x=f_i$ contributes, then exchanges the two sums with `sum_comm`.

```lean
/-- A mean is the sum of the values taken, each multiplied by its probability. -/
theorem mean_eq_sum_values (P : FiniteProb Ω) (f : Ω → ℝ) :
    P.mean f = ∑ x ∈ univ.image f, x * P.prob (fun i => f i = x) := by
  calc P.mean f = ∑ i, ∑ x ∈ univ.image f, x * (if f i = x then P.weight i else 0) := by
        refine sum_congr rfl fun i _ => ?_
        rw [sum_eq_single_of_mem (f i) (mem_image_of_mem f (mem_univ i))]
        · rw [if_pos rfl, mul_comm]
        · intro x _ hx
          rw [if_neg (fun h => hx h.symm), mul_zero]
    _ = _ := by
        rw [sum_comm]
        refine sum_congr rfl fun x _ => ?_
        exact (mul_sum _ _ _).symm
```

The same grouping by pairs of values, followed by independence, gives
$$\langle fg\rangle = \sum_{x,y} xy\,\Pr(f=x,\ g=y) = \sum_x x\,\Pr(f=x)\sum_y y\,\Pr(g=y) = \langle f\rangle\langle g\rangle.$$
The four steps of the `calc` block follow this line: insert the sums over values, exchange the order, factorise the joint probability by `rw [h x y]`, and recognise the two means.

```lean
/-- The mean of a product of two independent quantities is the product of their means. -/
theorem mean_mul_of_indep (P : FiniteProb Ω) {f g : Ω → ℝ} (h : P.Indep f g) :
    P.mean (fun i => f i * g i) = P.mean f * P.mean g := by
  calc P.mean (fun i => f i * g i)
      = ∑ i, ∑ x ∈ univ.image f, ∑ y ∈ univ.image g,
          x * y * (if f i = x ∧ g i = y then P.weight i else 0) := by
        -- only the pair of values actually taken at `i` contributes
        refine sum_congr rfl fun i _ => ?_
        rw [sum_eq_single_of_mem (f i) (mem_image_of_mem f (mem_univ i)),
          sum_eq_single_of_mem (g i) (mem_image_of_mem g (mem_univ i))]
        · rw [if_pos ⟨rfl, rfl⟩, mul_comm]
        · intro y _ hy
          rw [if_neg (fun h => hy h.2.symm), mul_zero]
        · intro x _ hx
          refine sum_eq_zero fun y _ => ?_
          rw [if_neg (fun h => hx h.1.symm), mul_zero]
    _ = ∑ x ∈ univ.image f, ∑ y ∈ univ.image g,
          x * y * P.prob (fun i => f i = x ∧ g i = y) := by
        rw [sum_comm]
        refine sum_congr rfl fun x _ => ?_
        rw [sum_comm]
        refine sum_congr rfl fun y _ => ?_
        exact (mul_sum _ _ _).symm
    _ = ∑ x ∈ univ.image f, ∑ y ∈ univ.image g,
          (x * P.prob (fun i => f i = x)) * (y * P.prob (fun i => g i = y)) := by
        refine sum_congr rfl fun x _ => sum_congr rfl fun y _ => ?_
        rw [h x y]
        ring
    _ = _ := by rw [mean_eq_sum_values P f, mean_eq_sum_values P g, sum_mul_sum]
```

## True and apparent mean square errors

Against the exact values, the deviation at item $i$ is $a+u_i$. Squaring and averaging gives
$$D(E+a+u,\ E) = a^2 + 2a\langle u\rangle + \langle u^2\rangle = a^2 + \operatorname{var} u,$$
because $\langle u\rangle = 0$ removes the middle term and makes $\langle u^2\rangle$ the variance. In the proof, `key` is the expansion and `hvar` identifies the variance.

```lean
/-- For a scatter of zero mean, the true mean square error is the squared bias plus the
variance of the scatter. -/
theorem true_error (P : FiniteProb Ω) (E : Ω → ℝ) (a : ℝ) {u : Ω → ℝ}
    (hu : P.mean u = 0) : P.msd (result E a u) E = a ^ 2 + P.variance u := by
  have key : P.msd (result E a u) E =
      a ^ 2 * ∑ i, P.weight i + P.mean (fun i => u i ^ 2) + 2 * a * P.mean u := by
    simp only [FiniteProb.msd, result, FiniteProb.mean, mul_sum, ← sum_add_distrib]
    refine sum_congr rfl fun i _ => ?_
    ring
  have hvar : P.variance u = P.mean (fun i => u i ^ 2) := by
    simp only [FiniteProb.variance, hu, sub_zero]
  rw [key, hvar, P.total, hu]
  ring
```

Against the reference, the deviation is $(a-b)+u_i-v_i$, with mean square
$$(a-b)^2 + \langle u^2\rangle + \langle v^2\rangle + 2(a-b)\langle u\rangle - 2(a-b)\langle v\rangle - 2\langle uv\rangle.$$
The two linear terms vanish because the scatters have zero mean. The last term vanishes because independence gives $\langle uv\rangle = \langle u\rangle\langle v\rangle = 0$. Hence
$$D(E+a+u,\ E+b+v) = (a-b)^2 + \operatorname{var} u + \operatorname{var} v.$$

Zero means alone do not remove $\langle uv\rangle$. If $u=v$ and $a=b$, the method reproduces the reference and the apparent error is zero, whereas dropping the cross term would give $2\operatorname{var} u$. This matters physically, since a method that shares a bias with the reference may well share part of its scatter.

```lean
/-- For independent scatters of zero mean, the apparent mean square error is the squared
difference of the biases of method and reference plus both variances. -/
theorem apparent_error (P : FiniteProb Ω) (E : Ω → ℝ) (a b : ℝ) {u v : Ω → ℝ}
    (hu : P.mean u = 0) (hv : P.mean v = 0) (huv : P.Indep u v) :
    P.msd (result E a u) (result E b v) =
      (a - b) ^ 2 + P.variance u + P.variance v := by
  have key : P.msd (result E a u) (result E b v) =
      (a - b) ^ 2 * ∑ i, P.weight i + P.mean (fun i => u i ^ 2)
        + P.mean (fun i => v i ^ 2) + 2 * (a - b) * P.mean u
        + (-2 * (a - b)) * P.mean v + (-2) * P.mean (fun i => u i * v i) := by
    simp only [FiniteProb.msd, result, FiniteProb.mean, mul_sum, ← sum_add_distrib]
    refine sum_congr rfl fun i _ => ?_
    ring
  have hvu : P.variance u = P.mean (fun i => u i ^ 2) := by
    simp only [FiniteProb.variance, hu, sub_zero]
  have hvv : P.variance v = P.mean (fun i => v i ^ 2) := by
    simp only [FiniteProb.variance, hv, sub_zero]
  -- independence removes the cross term
  rw [key, hvu, hvv, mean_mul_of_indep P huv, P.total, hu, hv]
  ring
```

## The bias of the reference shifts the gap

Now take two methods, with biases $a_1, a_2$ and scatters $u, w$. Subtracting their apparent errors cancels $\operatorname{var} v$:
$$(a_1-b)^2-(a_2-b)^2+\operatorname{var}u-\operatorname{var}w
= \bigl[a_1^2+\operatorname{var}u-a_2^2-\operatorname{var}w\bigr]-2b(a_1-a_2).$$
The bracket is the difference of the true errors. Scatter in the reference therefore raises both apparent errors equally, and only its bias can alter their order. The theorem assumes that $u$ and $w$ are each independent of $v$; they may depend on each other in any way.

```lean
/-- For zero-mean method scatters, each independent of the zero-mean reference scatter, the
apparent gap between two methods is the true gap minus `2 b (a₁ - a₂)`. -/
theorem apparent_gap (P : FiniteProb Ω) (E : Ω → ℝ) (a₁ a₂ b : ℝ) {u v w : Ω → ℝ}
    (hu : P.mean u = 0) (hv : P.mean v = 0) (hw : P.mean w = 0)
    (huv : P.Indep u v) (hwv : P.Indep w v) :
    P.msd (result E a₁ u) (result E b v) - P.msd (result E a₂ w) (result E b v) =
      P.msd (result E a₁ u) E - P.msd (result E a₂ w) E - 2 * b * (a₁ - a₂) := by
  rw [apparent_error P E a₁ b hu hv huv, apparent_error P E a₂ b hw hv hwv,
    true_error P E a₁ hu, true_error P E a₂ hw]
  ring
```

The same formula covers arbitrary biases. Write $G$ for the true error of the first method minus that of the second. The first method is wrongly favoured exactly when $0 < G < 2b(a_1-a_2)$, a consequence read off by hand here and not stated as a theorem in the code. In particular, two equally biased methods keep their true order whatever the bias of the reference.

For $b=0$ the shift disappears, so the two gaps have the same sign and the benchmark ranks the methods correctly. In the proof, `linarith` carries the inequality across in each direction.

```lean
/-- A reference without bias ranks two methods in their true order, if all scatters have zero
mean and those of the methods are each independent of that of the reference. -/
theorem unbiased_reference_ranks_correctly (P : FiniteProb Ω) (E : Ω → ℝ) (a₁ a₂ : ℝ)
    {u v w : Ω → ℝ} (hu : P.mean u = 0) (hv : P.mean v = 0) (hw : P.mean w = 0)
    (huv : P.Indep u v) (hwv : P.Indep w v) :
    P.msd (result E a₁ u) (result E 0 v) < P.msd (result E a₂ w) (result E 0 v) ↔
      P.msd (result E a₁ u) E < P.msd (result E a₂ w) E := by
  have h := apparent_gap P E a₁ a₂ 0 hu hv hw huv hwv
  constructor <;> intro h' <;> linarith
```

## The exact condition for a reversed ranking

Let method A have bias $b$ and scatter $u$, and let method B have no bias and scatter $w$. The four errors are

| | True error | Apparent error |
|---|---|---|
| Method A | $b^2+\operatorname{var}u$ | $\operatorname{var}u+\operatorname{var}v$ |
| Method B | $\operatorname{var}w$ | $b^2+\operatorname{var}w+\operatorname{var}v$ |

The benchmark favours A when $\operatorname{var}u-\operatorname{var}w<b^2$. Method B is truly better when $-b^2<\operatorname{var}u-\operatorname{var}w$. Both hold together exactly when
$$|\operatorname{var}u-\operatorname{var}w|<b^2.$$

For illustration, take $b=1$ kcal/mol and variances $1.44$, $0.64$ and $0.25$ (kcal/mol)² for $u$, $w$ and $v$. The apparent errors are $1.69$ for A and $1.89$ for B, so A is chosen, while the true errors are $2.44$ and $0.64$ in the same units.

In the Lean statement, `result E b u` is method A, `result E 0 w` is method B and `result E b v` is the reference. The left side of the equivalence joins the two strict inequalities with `∧`, so a tie in either comparison does not count as a reversal. The hypotheses `hu`, `hv` and `hw` set the three mean scatters to zero, and `huv` and `hwv` are the two independence conditions. Biases that vary from item to item, and the sampling error of a small benchmark, are not treated.

The proof substitutes the four entries of the table, splits the absolute value into two inequalities with `abs_lt`, and leaves the rearrangement to `linarith`.

```lean
/-- Let one method share the bias `b` of the reference and another have none, with zero-mean
scatters, those of the methods each independent of that of the reference. The benchmark favours
the biased method while the other is truly better exactly when the variances of the two methods
differ by less than `b ^ 2`. -/
theorem ranking_reversed_iff (P : FiniteProb Ω) (E : Ω → ℝ) (b : ℝ) {u v w : Ω → ℝ}
    (hu : P.mean u = 0) (hv : P.mean v = 0) (hw : P.mean w = 0)
    (huv : P.Indep u v) (hwv : P.Indep w v) :
    (P.msd (result E b u) (result E b v) < P.msd (result E 0 w) (result E b v) ∧
      P.msd (result E 0 w) E < P.msd (result E b u) E) ↔
      |P.variance u - P.variance w| < b ^ 2 := by
  rw [apparent_error P E b b hu hv huv, apparent_error P E 0 b hw hv hwv,
    true_error P E b hu, true_error P E 0 hw, abs_lt]
  constructor
  · rintro ⟨h₁, h₂⟩
    constructor <;> linarith
  · rintro ⟨h₁, h₂⟩
    constructor <;> linarith
```

## Four items on which the ranking is reversed

A small example satisfies all the conditions. Take four items with weight $1/4$ each.

```lean
/-- Four benchmark items of equal weight. -/
def fourPoint : FiniteProb (Fin 4) where
  weight := fun _ => 1 / 4
  nonneg := fun _ => by norm_num
  total := by norm_num
```

Choose the scatters
$$u=(1,1,-1,-1),\qquad v=(1,-1,1,-1),\qquad w=(1,-1,-1,1).$$
Each has mean zero and variance $1$. For any two of them, each of the four sign pairs occurs at exactly one item, with probability $\tfrac14=\tfrac12\cdot\tfrac12$, so they are pairwise independent. With $b=1$ the condition reads $0<1$, and the criterion above then gives a reversal for any exact values $E$: the apparent errors are $2$ for A and $3$ for B, the true errors $2$ and $1$.

The theorem records the zero means, the three independence relations and the variance inequality. Independence concerns all real $x$ and $y$, so the proof sorts each of them into $1$, $-1$ or a value that never occurs, and `norm_num` evaluates the probabilities in each case.

```lean
/-- On four equally weighted items, three explicit scatters with values `1` and `-1` have zero
mean and are pairwise independent, and the variances of the first and third differ by less
than `1 ^ 2`. -/
theorem ranking_reversed_witness :
    (fourPoint.mean ![1, 1, -1, -1] = 0 ∧ fourPoint.mean ![1, -1, 1, -1] = 0 ∧
      fourPoint.mean ![1, -1, -1, 1] = 0) ∧
    (fourPoint.Indep ![1, 1, -1, -1] ![1, -1, 1, -1] ∧
      fourPoint.Indep ![1, -1, -1, 1] ![1, -1, 1, -1] ∧
      fourPoint.Indep ![1, 1, -1, -1] ![1, -1, -1, 1]) ∧
    |fourPoint.variance ![1, 1, -1, -1] - fourPoint.variance ![1, -1, -1, 1]|
      < (1 : ℝ) ^ 2 := by
  have values : ∀ x : ℝ, x = 1 ∨ x = -1 ∨ (x ≠ 1 ∧ x ≠ -1 ∧ 1 ≠ x ∧ -1 ≠ x) := by
    intro x
    by_cases h : x = 1
    · exact Or.inl h
    · by_cases h' : x = -1
      · exact Or.inr (Or.inl h')
      · exact Or.inr (Or.inr ⟨h, h', Ne.symm h, Ne.symm h'⟩)
  have e₂ : ∀ a b c d : ℝ, (![a, b, c, d] : Fin 4 → ℝ) (2 : Fin 4) = c :=
    fun _ _ _ _ => rfl
  have e₃ : ∀ a b c d : ℝ, (![a, b, c, d] : Fin 4 → ℝ) (3 : Fin 4) = d :=
    fun _ _ _ _ => rfl
  refine ⟨?_, ?_, ?_⟩
  · refine ⟨?_, ?_, ?_⟩ <;>
      norm_num [FiniteProb.mean, fourPoint, Fin.sum_univ_four, e₂, e₃]
  · -- each value is `1`, `-1`, or one that never occurs
    refine ⟨?_, ?_, ?_⟩ <;> intro x y <;>
      rcases values x with rfl | rfl | ⟨h₁, h₂, h₃, h₄⟩ <;>
      rcases values y with rfl | rfl | ⟨k₁, k₂, k₃, k₄⟩ <;>
      clear values <;>
      norm_num [FiniteProb.prob, fourPoint, Fin.sum_univ_four, *]
  · norm_num [FiniteProb.variance, FiniteProb.mean, fourPoint, Fin.sum_univ_four, e₂, e₃]

end BenchmarkRanking
```

```lean
#print axioms BenchmarkRanking.unbiased_reference_ranks_correctly
-- 'BenchmarkRanking.unbiased_reference_ranks_correctly' depends on axioms: [propext, Classical.choice, Quot.sound]
#print axioms BenchmarkRanking.ranking_reversed_iff
-- 'BenchmarkRanking.ranking_reversed_iff' depends on axioms: [propext, Classical.choice, Quot.sound]
```
